# Exponential relaxation: (1 − e^(−vs))/v lies strictly between 0 and s for positive v and s

For real numbers `v > 0` and `s > 0`, the lemma states that (1 − e^(−vs))/v is positive and strictly less than s. If v is read as a decay rate and s as an elapsed time, this quantity is the integral of e^(−vt) from t = 0 to t = s, though the lemma itself involves only the closed expression and no integral. The attempt gets positivity from e^(−vs) < 1, which makes the numerator positive. For the upper bound it uses the strict inequality 1 − vs < e^(−vs), after multiplying through by v to clear the division.

The failing Lean file:

```lean
import Mathlib

open MeasureTheory Set

namespace FeynmanPolaronAction

noncomputable section

/-- For `v > 0` and `s > 0`, the function `(1 - exp(-v s))/v` is positive and stays below `s`. -/
theorem relaxation_bounds {v s : ℝ} (hv : 0 < v) (hs : 0 < s) :
    0 < (1 - Real.exp (-(v * s))) / v ∧ (1 - Real.exp (-(v * s))) / v < s := by
  have hvs : 0 < v * s := mul_pos hv hs
  have h1 : Real.exp (-(v * s)) < 1 := Real.exp_lt_one (by linarith)
  have h2 := Real.add_one_lt_exp (x := -(v * s)) (by linarith)
  refine ⟨div_pos (by linarith) hv, ?_⟩
  rw [div_lt_iff₀ hv]
  linarith [mul_comm v s]

end

end FeynmanPolaronAction
```

The error:

```
Main.lean:13:39: error(lean.unknownIdentifier): Unknown constant `Real.exp_lt_one`
```

The message says that Lean knows no constant called `Real.exp_lt_one`. The step `h1` relied on that name to prove that e^(−vs) < 1, so it failed at the name itself. The inequality is true, and the message points to no fault in the mathematics.

The repair uses `Real.exp_lt_one_iff` instead, an equivalence between `Real.exp x < 1` and `x < 0`. Since `h1` needs the first of these from the second, the equivalence is applied from right to left, which is what `.2` does. What remains to be shown is that `-(v * s) < 0`, and the same `by linarith` as before proves it from `hvs`, which says that `v * s` is positive. No other line of the proof changes.

The repair, with which the file compiles:

```diff
@@ -11,5 +11,5 @@
     0 < (1 - Real.exp (-(v * s))) / v ∧ (1 - Real.exp (-(v * s))) / v < s := by
   have hvs : 0 < v * s := mul_pos hv hs
-  have h1 : Real.exp (-(v * s)) < 1 := Real.exp_lt_one (by linarith)
+  have h1 : Real.exp (-(v * s)) < 1 := Real.exp_lt_one_iff.2 (by linarith)
   have h2 := Real.add_one_lt_exp (x := -(v * s)) (by linarith)
   refine ⟨div_pos (by linarith) hv, ?_⟩
```
